# Two coupled harmonic dipoles below their instability: core polarizability plus a modified valence part

Put two dipoles of polarizability 1 in a field of strength 1, and let each reduce the field on the other by half its own size: both settle at 2/3 instead of 1, so the total response is 4/3 instead of 2. The Lean file below treats a valence dipole and a core dipole with arbitrary positive polarizabilities, coupled in the same way.

```lean
import Mathlib

namespace CoreValencePolarizability

noncomputable section

/-- Energy of a valence dipole `x` and a core dipole `y` with polarizabilities `a` and `c`,
coupled by `t x y`, in a uniform field `F`. -/
def energy (a c t F x y : ℝ) : ℝ :=
  x ^ 2 / (2 * a) + y ^ 2 / (2 * c) + t * x * y - F * (x + y)

/-- The core dipole induced by the field `F` together with the field `-t x` of the
valence dipole. -/
def coreDipole (c t F x : ℝ) : ℝ := c * (F - t * x)

/-- Effective energy of the valence dipole: its stiffness is reduced by `t ^ 2 c`, the field
acting on it is multiplied by `1 - t c`, and the bare core contributes a constant. -/
def effectiveEnergy (a c t F x : ℝ) : ℝ :=
  (1 / a - t ^ 2 * c) * x ^ 2 / 2 - (1 - t * c) * F * x - c * F ^ 2 / 2

/-- The valence dipole induced by the field `F` in the presence of the core. -/
def valenceDipole (a c t F : ℝ) : ℝ := a * (1 - t * c) * F / (1 - t ^ 2 * a * c)

/-- Total polarizability `α`: the core polarizability plus a valence part modified by the core. -/
def polarizability (a c t : ℝ) : ℝ :=
  c + a * (1 - t * c) ^ 2 / (1 - t ^ 2 * a * c)

/-- The energy is the effective valence energy plus a quadratic penalty for the deviation of
the core dipole from its induced value. -/
theorem energy_eq_effective {a c : ℝ} (ha : 0 < a) (hc : 0 < c) (t F x y : ℝ) :
    energy a c t F x y =
      (y - coreDipole c t F x) ^ 2 / (2 * c) + effectiveEnergy a c t F x := by
  have ha' := ha.ne'
  have hc' := hc.ne'
  unfold energy coreDipole effectiveEnergy
  field_simp
  ring

/-- Below the instability, the effective valence energy is a parabola centred at the induced
valence dipole, with lowest value `-α F ^ 2 / 2`. -/
theorem effectiveEnergy_eq_square {a c t : ℝ} (ha : 0 < a) (h : t ^ 2 * a * c < 1)
    (F x : ℝ) :
    effectiveEnergy a c t F x =
      (1 - t ^ 2 * a * c) / (2 * a) * (x - valenceDipole a c t F) ^ 2
        - polarizability a c t * F ^ 2 / 2 := by
  have ha' := ha.ne'
  have hD : 1 - t ^ 2 * a * c ≠ 0 := (sub_pos.2 h).ne'
  unfold effectiveEnergy valenceDipole polarizability
  -- name the common denominator while clearing fractions
  obtain ⟨D, hDe⟩ : ∃ D, D = 1 - t ^ 2 * a * c := ⟨_, rfl⟩
  rw [← hDe] at hD ⊢
  field_simp
  subst hDe
  ring

/-- For `t ^ 2 a c < 1` the energy of the coupled dipoles is bounded below by `-α F ^ 2 / 2`,
and this value is attained at exactly one pair of dipoles. -/
theorem energy_unique_minimum {a c t : ℝ} (ha : 0 < a) (hc : 0 < c)
    (h : t ^ 2 * a * c < 1) (F : ℝ) :
    (∀ x y, -(polarizability a c t * F ^ 2 / 2) ≤ energy a c t F x y) ∧
    ∀ x y, energy a c t F x y = -(polarizability a c t * F ^ 2 / 2) ↔
      x = valenceDipole a c t F ∧ y = coreDipole c t F (valenceDipole a c t F) := by
  have hk : 0 < (1 - t ^ 2 * a * c) / (2 * a) := div_pos (sub_pos.2 h) (by positivity)
  -- both completed squares are nonnegative
  have hy : ∀ x y, 0 ≤ (y - coreDipole c t F x) ^ 2 / (2 * c) := fun x y => by positivity
  have hx : ∀ x, 0 ≤ (1 - t ^ 2 * a * c) / (2 * a) * (x - valenceDipole a c t F) ^ 2 :=
    fun x => mul_nonneg hk.le (sq_nonneg _)
  refine ⟨fun x y => ?_, fun x y => ⟨fun he => ?_, fun hxy => ?_⟩⟩
  · rw [energy_eq_effective ha hc, effectiveEnergy_eq_square ha h]
    linarith [hy x y, hx x]
  · -- at the minimum both squares vanish
    rw [energy_eq_effective ha hc, effectiveEnergy_eq_square ha h] at he
    have h1 : (y - coreDipole c t F x) ^ 2 / (2 * c) = 0 := by linarith [hy x y, hx x]
    have h2 : (1 - t ^ 2 * a * c) / (2 * a) * (x - valenceDipole a c t F) ^ 2 = 0 := by
      linarith [hy x y, hx x]
    have h3 := (div_eq_zero_iff.1 h1).resolve_right (by positivity)
    have h4 := (mul_eq_zero.1 h2).resolve_left hk.ne'
    have ey := sub_eq_zero.1 ((pow_eq_zero_iff two_ne_zero).1 h3)
    have ex := sub_eq_zero.1 ((pow_eq_zero_iff two_ne_zero).1 h4)
    exact ⟨ex, by rw [ey, ex]⟩
  · obtain ⟨ex, ey⟩ := hxy
    rw [energy_eq_effective ha hc, effectiveEnergy_eq_square ha h, ey, ex]
    ring

/-- For `t ^ 2 a c < 1`, any pair of dipoles that minimises the energy has total dipole `α F`. -/
theorem total_dipole_of_minimiser {a c t F x y : ℝ} (ha : 0 < a) (hc : 0 < c)
    (h : t ^ 2 * a * c < 1)
    (hmin : ∀ u v, energy a c t F x y ≤ energy a c t F u v) :
    x + y = polarizability a c t * F := by
  obtain ⟨hlow, huniq⟩ := energy_unique_minimum ha hc h F
  have h0 := (huniq _ _).2 ⟨rfl, rfl⟩
  have h1 := hmin (valenceDipole a c t F) (coreDipole c t F (valenceDipole a c t F))
  rw [h0] at h1
  obtain ⟨ex, ey⟩ := (huniq x y).1 (le_antisymm h1 (hlow x y))
  rw [ex, ey]
  unfold coreDipole valenceDipole polarizability
  ring

/-- For `t ^ 2 a c > 1` the energy of the coupled dipoles is unbounded below, in any field. -/
theorem energy_unbounded_below {a c t : ℝ} (ha : 0 < a) (hc : 0 < c)
    (h : 1 < t ^ 2 * a * c) (F B : ℝ) : ∃ x y, energy a c t F x y < B := by
  obtain ⟨k, hk⟩ : ∃ k, k = t ^ 2 * c - 1 / a := ⟨_, rfl⟩
  obtain ⟨g, hg⟩ : ∃ g, g = (1 - t * c) * F := ⟨_, rfl⟩
  have hkpos : 0 < k := by
    have : 1 / a < t ^ 2 * c := by
      rw [div_lt_iff₀ ha]
      linarith
    linarith
  -- a large valence dipole, with the core following it
  obtain ⟨x, hx⟩ : ∃ x, x = 1 + 2 * (|g| + |B|) / k := ⟨_, rfl⟩
  have hx1 : 1 ≤ x := by
    have : 0 ≤ 2 * (|g| + |B|) / k := by positivity
    linarith
  have hkx : k * x / 2 = k / 2 + |g| + |B| := by
    rw [hx]
    field_simp
    ring
  have hs : |B| < k * x / 2 + g := by linarith [neg_abs_le g]
  have hprod : |B| < x * (k * x / 2 + g) := by
    nlinarith [abs_nonneg B, mul_nonneg (sub_nonneg.2 hx1) ((abs_nonneg B).trans hs.le)]
  refine ⟨x, coreDipole c t F x, ?_⟩
  have hE : energy a c t F x (coreDipole c t F x) =
      -(x * (k * x / 2 + g)) - c * F ^ 2 / 2 := by
    rw [energy_eq_effective ha hc, hk, hg]
    unfold effectiveEnergy
    ring
  have hF : 0 ≤ c * F ^ 2 / 2 := by positivity
  rw [hE]
  linarith [neg_abs_le B]

/-- For `t ^ 2 a c < 1`, the total polarizability lies below the sum of the separate
polarizabilities exactly when `t (2 - t (a + c))` is positive. -/
theorem polarizability_lt_sum_iff {a c t : ℝ} (ha : 0 < a) (hc : 0 < c)
    (h : t ^ 2 * a * c < 1) :
    polarizability a c t < a + c ↔ 0 < t * (2 - t * (a + c)) := by
  have hD : 0 < 1 - t ^ 2 * a * c := sub_pos.2 h
  have hD' := hD.ne'
  have hp : 0 < a * c / (1 - t ^ 2 * a * c) := div_pos (mul_pos ha hc) hD
  -- the deviation from additivity in closed form
  have key : a + c - polarizability a c t =
      a * c / (1 - t ^ 2 * a * c) * (t * (2 - t * (a + c))) := by
    unfold polarizability
    obtain ⟨D, hDe⟩ : ∃ D, D = 1 - t ^ 2 * a * c := ⟨_, rfl⟩
    rw [← hDe] at hD' ⊢
    field_simp
    subst hDe
    ring
  rw [← sub_pos, key]
  exact mul_pos_iff_of_pos_left hp

end

end CoreValencePolarizability
```

```lean
#print axioms CoreValencePolarizability.total_dipole_of_minimiser
#print axioms CoreValencePolarizability.energy_unbounded_below
#print axioms CoreValencePolarizability.polarizability_lt_sum_iff
```

```
'CoreValencePolarizability.total_dipole_of_minimiser' depends on axioms: [propext, Classical.choice, Quot.sound]
'CoreValencePolarizability.energy_unbounded_below' depends on axioms: [propext, Classical.choice, Quot.sound]
'CoreValencePolarizability.polarizability_lt_sum_iff' depends on axioms: [propext, Classical.choice, Quot.sound]
```

## The energy and its unique minimum

The valence dipole x has polarizability a, the core dipole y has polarizability c, and both sit in a uniform field F. Their energy is

E(x, y) = x²/(2a) + y²/(2c) + t x y − F(x + y).

This is `energy a c t F x y`. All quantities are real numbers. The hypotheses `ha` and `hc` say that a and c are positive; t and F may have either sign or vanish. The first two terms are the cost of polarizing each part, with the convention that an isolated dipole responds as x = aF and lowers its energy by aF²/2.

The number t is the strength of the dipole–dipole interaction along the chosen axis. It is a given constant here, not computed from a charge distribution. For t > 0 parallel dipoles repel, as they do side by side; for t < 0 they attract, as they do head to tail.

The hypothesis `h`, t²ac < 1, says that the coupling is too weak to overcome the restoring forces. Under it, `energy_unique_minimum` states two things: no pair of dipoles has energy below −αF²/2, and a pair has exactly this energy if and only if it is the induced pair given by `valenceDipole` and `coreDipole`. Here α is `polarizability a c t`:

α = c + a(1 − tc)²/(1 − t²ac).

The theorem `total_dipole_of_minimiser` starts from any pair whose energy is no higher than that of every other pair, and concludes that x + y = αF. The coefficient read off from the energy is therefore also the linear response of the total dipole.

The model is static, classical and harmonic, with one Cartesian component per dipole and a fixed coupling. It contains no electronic wavefunction and no short-range cutoff of the core's field.

## Eliminating the core

Collect the terms in y and complete the square:

E(x, y) = (y − c(F − t x))²/(2c) − c(F − t x)²/2 + x²/(2a) − F x.

For fixed x, the core therefore relaxes to y = c(F − t x), which is `coreDipole`: it responds to the external field plus the field −t x of the valence dipole. Expanding the remaining terms gives the effective valence energy

G(x) = (1/a − t²c) x²/2 − (1 − tc) F x − cF²/2.

The core has done three things. It has lowered the valence stiffness from 1/a to 1/a − t²c, multiplied the field on the valence dipole by 1 − tc, and added its own polarization energy. The lemma `energy_eq_effective` is this identity, proved by clearing the nonzero denominators with `field_simp` and comparing polynomials with `ring`.

Now write D = 1 − t²ac, so that the stiffness is D/a. Completing the square in x gives

G(x) = D/(2a) · (x − x₀)² − a(1 − tc)²F²/(2D) − cF²/2,

x₀ = a(1 − tc)F/D.

The two constant terms add up to −αF²/2, and x₀ is `valenceDipole`. This is `effectiveEnergy_eq_square`; its proof gives D a name while the fractions are cleared, then substitutes its definition back.

The energy is now a sum of two squares with positive prefactors, minus αF²/2. The lower bound follows at once. Equality forces both squares to vanish, hence x = x₀ and y = c(F − t x₀), and conversely this pair makes both vanish. In the main proof, `hy` and `hx` record that the squares are nonnegative, while `h1` and `h2` record that they are zero at the minimum.

For the total dipole, add the two induced values:

x₀ + c(F − t x₀) = cF + (1 − tc)x₀ = αF.

This shows where the square in α comes from. One factor 1 − tc rescales the field acting on the valence dipole; the other appears because the valence dipole induces an opposing or reinforcing dipole −tc x₀ in the core. The Lean proof first uses uniqueness to identify the given minimiser with the induced pair, and then does this algebra.

In this linear two-dipole model, the full response can thus be recovered from the valence coordinate alone, by using the effective energy G(x) and measuring the dipole cF + (1 − tc)x instead of x. Core-polarization corrections to effective core potentials likewise add the response of the core to a valence-only description.

## Coupling and additivity

At t = 0 the formula reduces to α = a + c. In general the deviation from additivity is

a + c − α = a(D − (1 − tc)²)/D = ac · t(2 − t(a + c))/D.

Since ac/D is positive, α < a + c holds exactly when t(2 − t(a + c)) > 0. That is `polarizability_lt_sum_iff`, whose intermediate identity `key` is the equation above.

For t < 0 the coupling raises the polarizability. For t > 0 it lowers it only while t(a + c) < 2. With equal polarizabilities this is guaranteed by t²ac < 1, but with unequal ones it can fail. Take a = 3, c = 1/15 and t = 1. Then D = 4/5, the valence dipole is 7F/2, the core dipole is −F/6, and α = 10/3, above a + c = 46/15. The reduced valence stiffness outweighs the screening of the field. If these are isotropic point dipoles side by side, their coupling along the line joining them is −2t, and 4t²ac = 4/5 is still below 1, so the pair is stable in that direction too.

## Beyond the threshold

If the coupling is too strong, the minimum disappears. With a = c = 1 and t = 2, choose opposite dipoles, y = −x. The field term cancels and the energy is

E(x, −x) = x² − 2x² = −x²,

which has no lower bound.

The theorem `energy_unbounded_below` proves the same for every t²ac > 1: given any field F and any number B, some pair of dipoles has energy below B. Set k = t²c − 1/a, which is now positive, and g = (1 − tc)F. With the core relaxed, the energy is

E = −x(kx/2 + g) − cF²/2.

Choose x = 1 + 2(|g| + |B|)/k. Then kx/2 = k/2 + |g| + |B|, so kx/2 + g > |B|. Since x ≥ 1, the product x(kx/2 + g) also exceeds |B|, and the energy lies below −|B| ≤ B. The Lean steps `hkx`, `hs` and `hprod` are these three statements in order.

Exactly at t²ac = 1 neither the minimum theorem nor the unboundedness theorem applies. The quadratic term of G(x) vanishes, so the outcome depends on (1 − tc)F: if this is zero, the minimum is attained along a whole line; otherwise the energy is unbounded below. For a = c = t = 1 the energy is (x + y)²/2 − F(x + y), which is minimal along the whole line x + y = F, so uniqueness is lost. For a = c = 1 and t = −1 it is (x − y)²/2 − F(x + y), which is unbounded below along x = y whenever F ≠ 0.

In simulations with undamped polarizable point dipoles, the same kind of runaway can appear when polarizable sites come too close; in the present model, with one component per dipole, its threshold is t²ac = 1.
